# The Z-vector formula: differentiating $g\cdot x$ without the response $x'$

Let $x(t)$ solve the linear equations $A(t)x(t)=b(t)$ for all $t$ near $t_0$, with $A$, $b$ and $g$ differentiable at $t_0$ and $x$ continuous there. If a vector $z$ satisfies $A(t_0)^{T}z=g(t_0)$, then

$$\frac{d}{dt}\,(g\cdot x)\Big|_{t_0}=g'\cdot x+z\cdot(b'-A'x),$$

with everything on the right taken at $t_0$. The derivative $x'$ does not appear, and it need not even exist.

## One adjoint solve for many perturbations

Think of $t$ as a nuclear displacement or a field strength, and of $x$ as a set of orbital-rotation amplitudes fixed by linear equations, with $A$ an orbital Hessian and $b$ a driving term. The property of interest is the contraction $g\cdot x$.

If $x$ is differentiable, the product rule applied to $Ax=b$ gives $A'x+Ax'=b'$, so the response obeys

$$A\,x'=b'-A'x .$$

The right-hand side changes with the perturbation, so this route takes one linear solve for each linearly independent right-hand side. The vector $z$ depends only on $A(t_0)$ and $g(t_0)$. In electronic-structure gradients whose amplitudes obey linear equations of this kind, one $z$ therefore serves every perturbation of the same reference point, with the one-parameter formula applied to each in turn.

## From the adjoint equation to the derivative

The equation $A^{T}z=g$ is equivalent to

$$g\cdot v=z\cdot(Av)\quad\text{for every } v .$$

In one direction, $(A^{T}z)\cdot v=z\cdot(Av)$. In the other, choosing $v$ as the $j$-th unit vector gives $g_j=(A^{T}z)_j$.

For differentiable $x$ the formula follows at once:

$$(g\cdot x)'=g'\cdot x+g\cdot x'=g'\cdot x+z\cdot(Ax')=g'\cdot x+z\cdot(b'-A'x).$$

For merely continuous $x$, work with finite increments. Write $A_0,b_0,g_0,x_0$ for the values at $t_0$. Then

$$g(t)\cdot x(t)-g_0\cdot x_0=(g(t)-g_0)\cdot x(t)+g_0\cdot(x(t)-x_0).$$

The adjoint equation turns the last term into $z\cdot(A_0x(t)-b_0)$. Since $A(t)x(t)=b(t)$,

$$A_0x(t)-b_0=(b(t)-b_0)-(A(t)-A_0)\,x(t).$$

The increment of $x$ has gone. What remains are increments of $g$, $b$ and $A$, some of them multiplied by components of $x(t)$. For a differentiable $f$ and a continuous $y$,

$$\frac{(f(t)-f(t_0))\,y(t)}{t-t_0}\longrightarrow f'(t_0)\,y(t_0).$$

Dividing by $t-t_0$ and taking the limit term by term gives the stated formula.

## Invertible and singular equations

If $A$ is square and $\det A(t_0)\neq0$, the determinant stays nonzero near $t_0$. Cramer's rule, $A^{-1}=\operatorname{adj}A/\det A$, then makes $A^{-1}$ continuous at $t_0$, and so is $x=A^{-1}b$. The formula holds with this $x$ and $z=(A^{T})^{-1}g$.

A rectangular or singular $A$ is also allowed, provided that $z$ exists and the chosen solution $x$ is continuous at $t_0$; neither is automatic now. Take $A=(1\;\;0)$, $b=t$, $g=(1,0)$ and $z=1$. The path $x(t)=(t,|t|)$ solves the equation but has a kink at $0$. The property is $g\cdot x=t$, with derivative $1$, and the formula gives $0+1\cdot(1-0)=1$.

## How the Lean statement reads

In `zvector_derivative`, the finite index type `m` labels equations and `n` labels unknowns, so `A : ℝ → Matrix m n ℝ` is a real matrix depending on one real parameter. The symbols `*ᵥ` and `⬝ᵥ` are the matrix-vector and dot products.

- `hA`, `hb` and `hg` say that each entry of $A$, $b$ and $g$ has the derivative named `A'`, `b'` or `g'` at `t₀`.
- `hx` asks only for continuity of `x` at `t₀`.
- `hsolve` says that the equations hold throughout some neighbourhood of `t₀`.
- `hz` is the Z-vector equation, imposed at `t₀` alone.

The existence of `z` and the continuity of `x` are assumed here; `zvector_derivative_of_det_ne_zero` obtains both from the nonzero determinant. Physically, that condition says that the response equations have no zero mode at the reference point.

The model is finite-dimensional and real, so the adjoint is the plain transpose. The equations are linear in $x$ and the property is linear in $x$. General nonlinear orbital conditions, and the construction of $A$, $b$ and $g$ from a Hamiltonian, are not treated.

```lean
import Mathlib

open Matrix Filter Topology

namespace ZVectorMethod

variable {m n : Type*} [Fintype m] [Fintype n]

/-- The Z-vector equation `Aᵀ z = g` holds exactly when, for every response `v`, the contraction
`g · v` equals `z · (A v)`. -/
theorem zvector_equation_iff (A : Matrix m n ℝ) (g : n → ℝ) (z : m → ℝ) :
    Aᵀ *ᵥ z = g ↔ ∀ v : n → ℝ, g ⬝ᵥ v = z ⬝ᵥ (A *ᵥ v) := by
  classical
  constructor
  · rintro rfl v
    rw [Matrix.mulVec_transpose, Matrix.dotProduct_mulVec]
  · intro h
    rw [Matrix.mulVec_transpose]
    funext j
    -- test the identity on the j-th unit response
    have hj := h (Pi.single j 1)
    rw [Matrix.dotProduct_mulVec] at hj
    simp only [dotProduct_single, mul_one] at hj
    exact hj.symm

omit [Fintype m] in
/-- The first-order response equation: if `A(t) x(t) = b(t)` near `t₀` and all quantities are
differentiable there, then `A x' = b' - A' x` at `t₀`. -/
theorem first_order_response {A : ℝ → Matrix m n ℝ} {b : ℝ → m → ℝ} {x : ℝ → n → ℝ}
    {A' : Matrix m n ℝ} {b' : m → ℝ} {x' : n → ℝ} {t₀ : ℝ}
    (hA : ∀ i j, HasDerivAt (fun t => A t i j) (A' i j) t₀)
    (hb : ∀ i, HasDerivAt (fun t => b t i) (b' i) t₀)
    (hx : ∀ j, HasDerivAt (fun t => x t j) (x' j) t₀)
    (hsolve : ∀ᶠ t in 𝓝 t₀, A t *ᵥ x t = b t) :
    A t₀ *ᵥ x' = b' - A' *ᵥ x t₀ := by
  funext i
  have h1 : HasDerivAt (fun t => ∑ j, A t i j * x t j)
      (∑ j, (A' i j * x t₀ j + A t₀ i j * x' j)) t₀ :=
    HasDerivAt.fun_sum fun j _ => (hA i j).fun_mul (hx j)
  have h2 : (fun t => ∑ j, A t i j * x t j) =ᶠ[𝓝 t₀] fun t => b t i := by
    filter_upwards [hsolve] with t ht
    exact congrFun ht i
  have h3 := h1.unique ((hb i).congr_of_eventuallyEq h2)
  rw [Finset.sum_add_distrib] at h3
  change ∑ j, A t₀ i j * x' j = b' i - ∑ j, A' i j * x t₀ j
  linarith

/-- The increment of a differentiable quantity `f`, multiplied by a quantity `y` that is only
continuous at `t₀`, has derivative `f' y(t₀)` there. -/
theorem hasDerivAt_increment_mul {f y : ℝ → ℝ} {f' t₀ : ℝ}
    (hf : HasDerivAt f f' t₀) (hy : ContinuousAt y t₀) :
    HasDerivAt (fun t => (f t - f t₀) * y t) (f' * y t₀) t₀ := by
  rw [hasDerivAt_iff_tendsto_slope] at hf ⊢
  have h : Tendsto (fun t => slope f t₀ t * y t) (𝓝[≠] t₀) (𝓝 (f' * y t₀)) :=
    hf.mul (hy.tendsto.mono_left nhdsWithin_le_nhds)
  refine h.congr fun t => ?_
  simp only [slope_def_field, sub_self, zero_mul, sub_zero]
  ring

/-- The Z-vector formula: if `A`, `b` and `g` are differentiable at `t₀`, `A(t) x(t) = b(t)` near
`t₀`, `x` is continuous at `t₀` and `A(t₀)ᵀ z = g(t₀)`, then the property `g · x` has derivative `g'
· x + z · (b' - A' x)` at `t₀`. -/
theorem zvector_derivative {A : ℝ → Matrix m n ℝ} {b : ℝ → m → ℝ} {g x : ℝ → n → ℝ}
    {A' : Matrix m n ℝ} {b' : m → ℝ} {g' : n → ℝ} {z : m → ℝ} {t₀ : ℝ}
    (hA : ∀ i j, HasDerivAt (fun t => A t i j) (A' i j) t₀)
    (hb : ∀ i, HasDerivAt (fun t => b t i) (b' i) t₀)
    (hg : ∀ j, HasDerivAt (fun t => g t j) (g' j) t₀)
    (hx : ContinuousAt x t₀)
    (hsolve : ∀ᶠ t in 𝓝 t₀, A t *ᵥ x t = b t)
    (hz : (A t₀)ᵀ *ᵥ z = g t₀) :
    HasDerivAt (fun t => g t ⬝ᵥ x t) (g' ⬝ᵥ x t₀ + z ⬝ᵥ (b' - A' *ᵥ x t₀)) t₀ := by
  have h0 : A t₀ *ᵥ x t₀ = b t₀ := hsolve.self_of_nhds
  have key := (zvector_equation_iff (A t₀) (g t₀) z).1 hz
  have hxj : ∀ j, ContinuousAt (fun t => x t j) t₀ := fun j => continuousAt_pi.1 hx j
  -- the adjoint equation trades the increment of x for increments of b and A
  have hid : (fun t => g t ⬝ᵥ x t) =ᶠ[𝓝 t₀] fun t => g t₀ ⬝ᵥ x t₀ +
      (∑ j, (g t j - g t₀ j) * x t j +
        ∑ i, z i * ((b t i - b t₀ i) - ∑ j, (A t i j - A t₀ i j) * x t j)) := by
    filter_upwards [hsolve] with t ht
    have e1 : ∑ j, (g t j - g t₀ j) * x t j = (g t - g t₀) ⬝ᵥ x t := rfl
    have e2 : ∑ i, z i * ((b t i - b t₀ i) - ∑ j, (A t i j - A t₀ i j) * x t j)
        = z ⬝ᵥ ((b t - b t₀) - (A t - A t₀) *ᵥ x t) := rfl
    rw [e1, e2, Matrix.sub_mulVec, ht, ← h0]
    simp only [sub_dotProduct, dotProduct_sub, ← key]
    ring
  -- each remaining term is an increment times a continuous factor
  have hd : HasDerivAt (fun t => g t₀ ⬝ᵥ x t₀ +
      (∑ j, (g t j - g t₀ j) * x t j +
        ∑ i, z i * ((b t i - b t₀ i) - ∑ j, (A t i j - A t₀ i j) * x t j)))
      (∑ j, g' j * x t₀ j + ∑ i, z i * (b' i - ∑ j, A' i j * x t₀ j)) t₀ :=
    HasDerivAt.const_add _ (HasDerivAt.fun_add
      (HasDerivAt.fun_sum fun j _ => hasDerivAt_increment_mul (hg j) (hxj j))
      (HasDerivAt.fun_sum fun i _ => HasDerivAt.const_mul _
        (HasDerivAt.fun_sub ((hb i).sub_const _)
          (HasDerivAt.fun_sum fun j _ => hasDerivAt_increment_mul (hA i j) (hxj j)))))
  exact hd.congr_of_eventuallyEq hid

/-- If `A`, `b` and `g` are differentiable at `t₀` and the square response matrix `A` is invertible
there, the property `g · A⁻¹ b` has the Z-vector derivative with `x = A⁻¹ b` and `z = (Aᵀ)⁻¹ g`
taken at `t₀`. -/
theorem zvector_derivative_of_det_ne_zero [DecidableEq n]
    {A : ℝ → Matrix n n ℝ} {b g : ℝ → n → ℝ}
    {A' : Matrix n n ℝ} {b' g' : n → ℝ} {t₀ : ℝ}
    (hA : ∀ i j, HasDerivAt (fun t => A t i j) (A' i j) t₀)
    (hb : ∀ i, HasDerivAt (fun t => b t i) (b' i) t₀)
    (hg : ∀ j, HasDerivAt (fun t => g t j) (g' j) t₀)
    (hdet : (A t₀).det ≠ 0) :
    HasDerivAt (fun t => g t ⬝ᵥ ((A t)⁻¹ *ᵥ b t))
      (g' ⬝ᵥ ((A t₀)⁻¹ *ᵥ b t₀) +
        ((A t₀)ᵀ⁻¹ *ᵥ g t₀) ⬝ᵥ (b' - A' *ᵥ ((A t₀)⁻¹ *ᵥ b t₀))) t₀ := by
  have hAc : ContinuousAt A t₀ :=
    continuousAt_pi.2 fun i => continuousAt_pi.2 fun j => (hA i j).continuousAt
  have hbc : ContinuousAt b t₀ := continuousAt_pi.2 fun i => (hb i).continuousAt
  have hD : Continuous (fun M : Matrix n n ℝ => M.det) := continuous_id.matrix_det
  have hJ : Continuous (fun M : Matrix n n ℝ => M.adjugate) := continuous_id.matrix_adjugate
  have hdc : ContinuousAt (fun t => (A t).det) t₀ := hD.continuousAt.comp hAc
  have hjc : ContinuousAt (fun t => (A t).adjugate) t₀ := hJ.continuousAt.comp hAc
  -- Cramer's rule makes the inverse, and hence the solution, continuous
  have hinv : ContinuousAt (fun t => (A t)⁻¹) t₀ := by
    simp only [Matrix.inv_def, Ring.inverse_eq_inv']
    exact (hdc.inv₀ hdet).smul hjc
  have hmv : Continuous (fun p : Matrix n n ℝ × (n → ℝ) => p.1 *ᵥ p.2) :=
    continuous_fst.matrix_mulVec continuous_snd
  have hx : ContinuousAt (fun t => (A t)⁻¹ *ᵥ b t) t₀ :=
    hmv.continuousAt.comp (hinv.prodMk hbc)
  refine zvector_derivative hA hb hg hx ?_ ?_
  · filter_upwards [hdc.eventually_ne hdet] with t ht
    rw [Matrix.mulVec_mulVec, Matrix.mul_nonsing_inv _ (isUnit_iff_ne_zero.2 ht),
      Matrix.one_mulVec]
  · have hu : IsUnit ((A t₀)ᵀ).det := by
      rw [Matrix.det_transpose]
      exact isUnit_iff_ne_zero.2 hdet
    rw [Matrix.mulVec_mulVec, Matrix.mul_nonsing_inv _ hu, Matrix.one_mulVec]

/-- One equation for two unknowns, `A = (1 0)`, `b = t`, `g = (1, 0)`, `z = 1`: here `Aᵀ z = g`, and
the path `x(t) = (t, |t|)` solves it and is continuous at `0`, but is not differentiable there. -/
theorem zvector_derivative_witness :
    (∀ t : ℝ, (!![1, 0] : Matrix (Fin 1) (Fin 2) ℝ) *ᵥ ![t, |t|] = ![t]) ∧
    (!![1, 0] : Matrix (Fin 1) (Fin 2) ℝ)ᵀ *ᵥ ![1] = ![1, 0] ∧
    ContinuousAt (fun t : ℝ => (![t, |t|] : Fin 2 → ℝ)) 0 ∧
    ¬ DifferentiableAt ℝ (fun t : ℝ => (![t, |t|] : Fin 2 → ℝ)) 0 := by
  refine ⟨fun t => ?_, ?_, ?_, fun h => ?_⟩
  · ext i
    fin_cases i
    simp [Matrix.mulVec, dotProduct, Fin.sum_univ_succ]
  · ext i
    fin_cases i <;> simp [Matrix.mulVec, dotProduct]
  · refine continuousAt_pi.2 fun i => ?_
    fin_cases i
    · exact continuousAt_id
    · exact continuous_abs.continuousAt
  · -- the second component is the absolute value, which has a kink at 0
    have h1 : DifferentiableAt ℝ (fun t : ℝ => |t|) 0 := differentiableAt_pi.1 h 1
    exact not_differentiableAt_abs_zero h1

end ZVectorMethod
```

```lean
#print axioms ZVectorMethod.first_order_response
-- 'ZVectorMethod.first_order_response' depends on axioms: [propext, Classical.choice, Quot.sound]
#print axioms ZVectorMethod.zvector_derivative_of_det_ne_zero
-- 'ZVectorMethod.zvector_derivative_of_det_ne_zero' depends on axioms: [propext, Classical.choice, Quot.sound]
```

## How the proof follows the increments

`zvector_equation_iff` proves the equivalence between the adjoint equation and the contraction identity. Its reverse direction tests the identity on `Pi.single j 1`, the $j$-th unit vector.

`first_order_response` differentiates row $i$ of $Ax$ by the product rule. That row equals $b_i$ near `t₀`, so uniqueness of derivatives equates the two results, and `linarith` rearranges them. This theorem records the equation that the method avoids solving; the main proof does not use it.

`hasDerivAt_increment_mul` is the limit for an increment times a continuous factor. It rewrites the derivative as a limit of slopes and multiplies that limit by the limit of `y`.

In `zvector_derivative`, the step `hid` is the exact increment identity near `t₀`. Its rewrites use `ht` for $A(t)x(t)=b(t)$ and `h0` for $A_0x_0=b_0$; then `key` converts contractions with $z$ into contractions with $g_0$, and `ring` checks the cancellation. The step `hd` differentiates the resulting sums term by term with the increment lemma. The last line transfers the derivative to $g\cdot x$, because the two functions agree near `t₀`.

`zvector_derivative_of_det_ne_zero` builds the continuity of the inverse in `hinv` from those of the determinant and the adjugate. It then applies the main theorem and verifies both linear equations by multiplying out the inverses.

`zvector_derivative_witness` checks the two equations of the example by components. Differentiability of the path would make its second component, $|t|$, differentiable at $0$, which is a contradiction.
